# A lower bound on Jahn–Teller stabilisation in the linear one-mode model

If a distortion splits a degenerate level linearly, the symmetric geometry is not an energy minimum. Without a further estimate, that says nothing about how much energy the distortion gains, or whether both directions of distortion gain any. In a model with one distortion coordinate and a harmonic elastic energy, a nonzero traceless Hermitian coupling allows a gain in both directions, and the trace of its square, together with the force constant and the number of degenerate states, gives a lower bound on the gain available in each direction.

## From the splitting to the energy gain

Let $t$ be the distortion, $k>0$ its force constant, and $W$ the Hermitian $n\times n$ matrix of the linear vibronic coupling among the $n$ states of the level. For a normalised state $v$ the energy is

$$E(t,v)=\tfrac12kt^2+t\,s(v),\qquad s(v)=\langle v,Wv\rangle .$$

Completing the square gives

$$E(t,v)=\frac k2\Big(t+\frac{s(v)}k\Big)^2-\frac{s(v)^2}{2k},$$

so relaxation to $t=-s(v)/k$ gains $s(v)^2/(2k)$.

Let $e_j$ be the eigenvalues of $W$, and write $S=\operatorname{tr}W^2=\sum_j e_j^2$. In the $j$-th eigenstate, $s=e_j$. Some $e_j^2$ is at least the average $S/n$, so some distortion gains at least $S/(2kn)$. This argument does not control its sign.

To control the sign, suppose $\operatorname{tr}W=0$ and $W\neq0$. Then $S=\sum_{i,j}|W_{ij}|^2>0$. Let $e_j$ be the lowest level. The shifted levels $e_i-e_j$ are nonnegative and sum to $-ne_j$, so each is at most $-ne_j$. Hence

$$\sum_i(e_i-e_j)^2\le -ne_j\sum_i(e_i-e_j)=n^2e_j^2 .$$

Because $\sum_i e_i=0$, the left side equals $S+ne_j^2$, and therefore

$$S\le n(n-1)e_j^2 .$$

The shifted level with $i=j$ is zero, so $0\le -ne_j$; and $e_j=0$ would force $S\le0$. Thus $e_j<0$, and the distortion $t=-e_j/k>0$ gains at least $S/(2kn(n-1))$. The same argument for the levels $-e_i$ gives a negative distortion with the same guarantee.

For $t\ge0$ the constant is optimal. Put one level at $n-1$ and the others at $-1$, with $n\ge2$. Then $S=(n-1)^2+(n-1)=n(n-1)$ and $s(v)\ge-1$, so

$$E(t,v)\ge\tfrac12kt^2-t=\frac{(kt-1)^2}{2k}-\frac1{2k}\ge-\frac{S}{2kn(n-1)} .$$

## The model in Lean

The finite type `ι` labels an orthonormal basis of the level, and `Fintype.card ι` is $n$.

```lean
import Mathlib

open Matrix Finset

namespace JahnTellerStabilisation

noncomputable section

variable {ι : Type*} [Fintype ι] [DecidableEq ι]
```

The slope is defined as a real part, which for Hermitian $W$ is the whole expectation value.

```lean
/-- The slope of the energy at zero distortion in the electronic state `v`: the real part of `⟨v, W
v⟩`, where `W` is the linear vibronic coupling. -/
def slope (W : Matrix ι ι ℂ) (v : ι → ℂ) : ℝ := (star v ⬝ᵥ W *ᵥ v).re
```

The energy is measured from the undistorted level. It contains no quadratic vibronic coupling, anharmonicity or nuclear kinetic energy.

```lean
/-- Elastic energy plus linear vibronic energy at distortion `t` in the electronic state `v`. -/
def energy (k : ℝ) (W : Matrix ι ι ℂ) (t : ℝ) (v : ι → ℂ) : ℝ :=
  k * t ^ 2 / 2 + t * slope W v
```

The quantity $S$ can be computed in any orthonormal basis. It measures pure splitting when $W$ is traceless; a trace adds a common shift of all levels.

```lean
/-- The strength of the linear coupling: the real part of the trace of `W²`. -/
def strength (W : Matrix ι ι ℂ) : ℝ := (W * W).trace.re
```

## Relaxation in a fixed state

The first lemma is the completed square.

```lean
omit [DecidableEq ι] in
/-- For `k ≠ 0` the energy in a fixed electronic state is a parabola in `t` with its vertex at `t =
-slope / k`, where the energy is `-slope² / (2k)`. -/
theorem energy_eq_displaced_parabola {k : ℝ} (hk : k ≠ 0) (W : Matrix ι ι ℂ) (t : ℝ)
    (v : ι → ℂ) :
    energy k W t v = k / 2 * (t + slope W v / k) ^ 2 - slope W v ^ 2 / (2 * k) := by
  unfold energy
  field_simp
  ring
```

The next sets $t=-s(v)/k$, which removes the square. The number `N` will be $n$ for the free-sign bound and $n(n-1)$ for the one-sided bound.

```lean
omit [DecidableEq ι] in
/-- If the squared slope is at least `S / N`, relaxation in the state `v` lowers the energy
by at least `S / (2kN)`. -/
theorem relaxed_energy_le {k N S : ℝ} (hk : 0 < k) (hN : 0 < N) (W : Matrix ι ι ℂ)
    (v : ι → ℂ) (h : S ≤ N * slope W v ^ 2) :
    energy k W (-slope W v / k) v ≤ -(S / (2 * k * N)) := by
  rw [energy_eq_displaced_parabola hk.ne']
  have h0 : -slope W v / k + slope W v / k = 0 := by ring
  have h1 : S / (2 * k * N) ≤ slope W v ^ 2 / (2 * k) := by
    rw [div_le_div_iff₀ (by positivity) (by positivity)]
    nlinarith [mul_le_mul_of_nonneg_left h (by positivity : (0 : ℝ) ≤ 2 * k)]
  rw [h0]
  linarith
```

## Levels and traces

The eigenvectors form the columns of a unitary matrix `U` with $WU=UD$, where $D$ is diagonal. Cyclicity of the trace, in `htr`, then gives both sums over levels, and `hunit` records the normalisation.

```lean
/-- For a Hermitian coupling there are normalised states `u j` with slopes `e j`, whose sum is the
real part of the trace of `W` and whose sum of squares is `strength W`. -/
theorem exists_levels {W : Matrix ι ι ℂ} (hW : W.IsHermitian) :
    ∃ (e : ι → ℝ) (u : ι → ι → ℂ), (∀ j, star (u j) ⬝ᵥ u j = 1) ∧
      (∀ j, slope W (u j) = e j) ∧ ∑ j, e j = W.trace.re ∧ ∑ j, e j ^ 2 = strength W := by
  obtain ⟨U, e, hU, hWU⟩ : ∃ (U : Matrix ι ι ℂ) (e : ι → ℝ), star U * U = 1 ∧
      W * U = U * diagonal (fun j => (e j : ℂ)) := by
    refine ⟨hW.eigenvectorUnitary, hW.eigenvalues,
      Matrix.mem_unitaryGroup_iff'.mp hW.eigenvectorUnitary.2, ?_⟩
    ext i j
    have h := congrFun (hW.mulVec_eigenvectorBasis j) i
    rw [Matrix.mul_diagonal]
    simpa [Matrix.mul_apply, Matrix.mulVec, dotProduct, mul_comm] using h
  have hU' : U * star U = 1 := mul_eq_one_comm.mp hU
  -- the trace does not depend on the basis
  have htr : ∀ A D : Matrix ι ι ℂ, A * U = U * D → A.trace = D.trace := by
    intro A D h
    calc A.trace = (A * U * star U).trace := by rw [mul_assoc, hU', mul_one]
      _ = (U * D * star U).trace := by rw [h]
      _ = (star U * (U * D)).trace := Matrix.trace_mul_comm _ _
      _ = D.trace := by rw [← mul_assoc, hU, one_mul]
  have hunit : ∀ j, star (fun i => U i j) ⬝ᵥ (fun i => U i j) = 1 := by
    intro j
    have h := congrFun (congrFun hU j) j
    rw [Matrix.mul_apply, Matrix.one_apply_eq] at h
    exact h
  refine ⟨e, fun j i => U i j, hunit, ?_, ?_, ?_⟩
  · intro j
    have h : W *ᵥ (fun i => U i j) = (e j : ℂ) • (fun i => U i j) := by
      funext i
      have h := congrFun (congrFun hWU i) j
      rw [Matrix.mul_diagonal, Matrix.mul_apply] at h
      change ∑ l, W i l * U l j = (e j : ℂ) * U i j
      rw [h, mul_comm]
    unfold slope
    rw [h, dotProduct_smul, hunit j]
    simp
  · rw [htr W _ hWU, Matrix.trace_diagonal, Complex.re_sum]
    simp
  · have h2 : W * W * U = U * (diagonal (fun j => (e j : ℂ)) * diagonal (fun j => (e j : ℂ))) := by
      rw [mul_assoc, hWU, ← mul_assoc, hWU, mul_assoc]
    unfold strength
    rw [htr _ _ h2, Matrix.diagonal_mul_diagonal, Matrix.trace_diagonal, Complex.re_sum]
    simp [sq]
```

Positivity of $S$ follows by writing it as the sum of $|W_{ij}|^2$ and keeping one nonzero entry.

```lean
omit [DecidableEq ι] in
/-- A nonzero Hermitian coupling has positive strength. -/
theorem strength_pos {W : Matrix ι ι ℂ} (hW : W.IsHermitian) (h0 : W ≠ 0) :
    0 < strength W := by
  have h : strength W = ∑ i, ∑ j, Complex.normSq (W i j) := by
    simp only [strength, Matrix.trace, Matrix.diag_apply, Matrix.mul_apply, Complex.re_sum]
    refine sum_congr rfl fun i _ => sum_congr rfl fun j _ => ?_
    rw [← hW.apply j i, Complex.star_def, Complex.mul_conj, Complex.ofReal_re]
  obtain ⟨i, j, hij⟩ : ∃ i j, W i j ≠ 0 := by
    by_contra! hc
    exact h0 (by ext i j; simpa using hc i j)
  rw [h]
  calc 0 < Complex.normSq (W i j) := Complex.normSq_pos.mpr hij
    _ ≤ ∑ j, Complex.normSq (W i j) :=
      single_le_sum (f := fun j => Complex.normSq (W i j))
        (fun _ _ => Complex.normSq_nonneg _) (mem_univ j)
    _ ≤ ∑ i, ∑ j, Complex.normSq (W i j) :=
      single_le_sum (f := fun i => ∑ j, Complex.normSq (W i j))
        (fun _ _ => sum_nonneg fun _ _ => Complex.normSq_nonneg _) (mem_univ i)
```

The estimate for the lowest level follows the derivation above: `hx` is the sum of the shifted levels, `hle` bounds each one, `hsq` bounds their squares, and `hexp` expands the sum.

```lean
omit [DecidableEq ι] in
/-- Among `n` levels with zero sum that are not all zero, some level `e j` is negative and
`n (n - 1) (e j)²` is at least the sum of all squared levels. -/
theorem exists_low_level (e : ι → ℝ) (hsum : ∑ i, e i = 0) (hpos : 0 < ∑ i, e i ^ 2) :
    ∃ j, e j < 0 ∧
      ∑ i, e i ^ 2 ≤ (Fintype.card ι : ℝ) * ((Fintype.card ι : ℝ) - 1) * e j ^ 2 := by
  rcases isEmpty_or_nonempty ι with hι | hι
  · simp at hpos
  obtain ⟨j, hj⟩ := Finite.exists_min e
  have hn : (0 : ℝ) < Fintype.card ι := by exact_mod_cast Fintype.card_pos
  -- measured from the lowest level, all levels are nonnegative
  have hx : ∑ i, (e i - e j) = -((Fintype.card ι : ℝ) * e j) := by
    simp [sum_sub_distrib, hsum]
  have hle : ∀ i, e i - e j ≤ -((Fintype.card ι : ℝ) * e j) := by
    intro i
    rw [← hx]
    exact single_le_sum (f := fun i => e i - e j)
      (fun l _ => sub_nonneg.2 (hj l)) (mem_univ i)
  have hsq : ∑ i, (e i - e j) ^ 2 ≤ ∑ i, -((Fintype.card ι : ℝ) * e j) * (e i - e j) := by
    refine sum_le_sum fun i _ => ?_
    rw [sq]
    exact mul_le_mul_of_nonneg_right (hle i) (sub_nonneg.2 (hj i))
  rw [← mul_sum, hx] at hsq
  have hexp : ∑ i, (e i - e j) ^ 2 = ∑ i, e i ^ 2 + (Fintype.card ι : ℝ) * e j ^ 2 := by
    calc ∑ i, (e i - e j) ^ 2 = ∑ i, (e i ^ 2 - 2 * e j * e i + e j ^ 2) :=
          sum_congr rfl fun i _ => by ring
      _ = _ := by
          rw [sum_add_distrib, sum_sub_distrib, ← mul_sum, hsum]
          simp
  have hb : ∑ i, e i ^ 2 ≤ (Fintype.card ι : ℝ) * ((Fintype.card ι : ℝ) - 1) * e j ^ 2 := by
    nlinarith
  refine ⟨j, ?_, hb⟩
  have hne : e j ≠ 0 := by
    intro h
    have h2 : (Fintype.card ι : ℝ) * ((Fintype.card ι : ℝ) - 1) * e j ^ 2 = 0 := by
      rw [h]; ring
    linarith
  by_contra hge
  have hp : 0 < e j := lt_of_le_of_ne (not_lt.1 hge) (Ne.symm hne)
  have h3 := hle j
  nlinarith [mul_pos hn hp]
```

## Stabilisation with free and prescribed sign

The free-sign theorem needs no trace condition, so its gain may come partly or wholly from a common shift of the levels. The averaging step is `exists_le_of_sum_le`.

```lean
/-- For a Hermitian coupling on `n` states, some distortion and some normalised state lower
the energy by at least `tr(W²) / (2kn)`. -/
theorem stabilisation_free_sign [Nonempty ι] {k : ℝ} (hk : 0 < k) {W : Matrix ι ι ℂ}
    (hW : W.IsHermitian) :
    ∃ (t : ℝ) (v : ι → ℂ), star v ⬝ᵥ v = 1 ∧
      energy k W t v ≤ -(strength W / (2 * k * Fintype.card ι)) := by
  obtain ⟨e, u, hu, hs, -, h2⟩ := exists_levels hW
  -- some squared level is at least the average
  obtain ⟨j, -, hj⟩ := exists_le_of_sum_le (s := (univ : Finset ι))
    (f := fun _ => strength W) (g := fun j => (Fintype.card ι : ℝ) * e j ^ 2)
    univ_nonempty (by rw [← mul_sum, h2]; simp)
  have hn : (0 : ℝ) < Fintype.card ι := by exact_mod_cast Fintype.card_pos
  exact ⟨_, u j, hu j, relaxed_energy_le hk hn W (u j) (by rw [hs j]; exact hj)⟩
```

The main theorem assumes a traceless, nonzero $W$, which already forces $n\ge2$. Its two parts supply a positive and a negative distortion, with different electronic states, since an energy below zero requires $t\,s(v)<0$. For $n=2$ the guaranteed gain equals the free-sign one.

```lean
/-- For a nonzero traceless Hermitian coupling on `n` states, distortions of either sign can
lower the energy by at least `tr(W²) / (2kn(n-1))`. -/
theorem jahn_teller_stabilisation {k : ℝ} (hk : 0 < k) {W : Matrix ι ι ℂ}
    (hW : W.IsHermitian) (htr : W.trace = 0) (h0 : W ≠ 0) :
    (∃ (t : ℝ) (v : ι → ℂ), 0 < t ∧ star v ⬝ᵥ v = 1 ∧ energy k W t v ≤
      -(strength W / (2 * k * ((Fintype.card ι : ℝ) * ((Fintype.card ι : ℝ) - 1))))) ∧
    (∃ (t : ℝ) (v : ι → ℂ), t < 0 ∧ star v ⬝ᵥ v = 1 ∧ energy k W t v ≤
      -(strength W / (2 * k * ((Fintype.card ι : ℝ) * ((Fintype.card ι : ℝ) - 1))))) := by
  obtain ⟨e, u, hu, hs, h1, h2⟩ := exists_levels hW
  have hS := strength_pos hW h0
  rw [htr, Complex.zero_re] at h1
  have hN : ∀ x : ℝ, strength W ≤ (Fintype.card ι : ℝ) * ((Fintype.card ι : ℝ) - 1) * x ^ 2 →
      0 < (Fintype.card ι : ℝ) * ((Fintype.card ι : ℝ) - 1) := by
    intro x hx
    by_contra h
    have h3 := mul_nonneg (neg_nonneg.2 (not_lt.1 h)) (sq_nonneg x)
    linarith
  constructor
  · -- the lowest level gains from a positive distortion
    obtain ⟨j, hneg, hj⟩ := exists_low_level e h1 (by rw [h2]; exact hS)
    rw [h2] at hj
    refine ⟨-slope W (u j) / k, u j, ?_, hu j,
      relaxed_energy_le hk (hN _ hj) W (u j) (by rw [hs j]; exact hj)⟩
    rw [hs j]
    exact div_pos (neg_pos.2 hneg) hk
  · -- the highest level gains from a negative distortion
    obtain ⟨j, hneg, hj⟩ := exists_low_level (fun i => -e i)
      (by rw [sum_neg_distrib, h1, neg_zero]) (by simp only [neg_sq]; rw [h2]; exact hS)
    simp only [neg_sq] at hj
    rw [h2] at hj
    refine ⟨-slope W (u j) / k, u j, ?_, hu j,
      relaxed_energy_le hk (hN _ hj) W (u j) (by rw [hs j]; exact hj)⟩
    rw [hs j]
    exact div_neg_of_neg_of_pos hneg hk
```

That $W\neq0$ is a hypothesis here. The group-theoretical part of the Jahn–Teller theorem, which finds a symmetry-breaking mode with allowed linear coupling for a degenerate electronic state of a nonlinear molecule (Kramers doublets excepted), is not derived. In electronic-structure work, a computed coupling matrix and force constant give a lower bound on the stabilisation without diagonalisation, within this one-mode harmonic model.

The stability criterion compares $t=0$ with every other distortion in the same state. If $W\neq0$, the free-sign bound produces an energy below zero; if $W=0$, only the nonnegative elastic term remains.

```lean
/-- The undistorted configuration minimises the energy in every normalised state exactly when
the linear coupling vanishes. -/
theorem undistorted_stable_iff {k : ℝ} (hk : 0 < k) {W : Matrix ι ι ℂ} (hW : W.IsHermitian) :
    (∀ (t : ℝ) (v : ι → ℂ), star v ⬝ᵥ v = 1 → energy k W 0 v ≤ energy k W t v) ↔ W = 0 := by
  constructor
  · intro h
    by_contra h0
    have hS := strength_pos hW h0
    rcases isEmpty_or_nonempty ι with hι | hι
    · exact h0 (by ext i; exact isEmptyElim i)
    obtain ⟨t, v, hv, hE⟩ := stabilisation_free_sign hk hW
    have hn : (0 : ℝ) < Fintype.card ι := by exact_mod_cast Fintype.card_pos
    have hp : 0 < strength W / (2 * k * Fintype.card ι) := by positivity
    have h1 := h t v hv
    have h2 : energy k W 0 v = 0 := by simp [energy]
    linarith
  · rintro rfl t v -
    have h : 0 ≤ k * t ^ 2 / 2 := by positivity
    simpa [energy, slope] using h
```

## A coupling that attains the one-sided bound

The extremal levels are placed on the diagonal, with the raised state labelled `i₀`.

```lean
/-- Levels of a splitting that puts the state `i₀` at `n - 1` and all others at `-1`. -/
def raisedLevel (i₀ i : ι) : ℝ := (if i = i₀ then (Fintype.card ι : ℝ) else 0) - 1

/-- The diagonal coupling with the levels `raisedLevel`. -/
def raisedCoupling (i₀ : ι) : Matrix ι ι ℂ := diagonal fun i => (raisedLevel i₀ i : ℂ)
```

`Nontrivial ι` means $n\ge2$. The theorem checks that this coupling is Hermitian, traceless and nonzero, then bounds its energy for all $t\ge0$ and all normalised states, superpositions included. In the proof, `hS` evaluates $S$, `hlow` is $s(v)\ge-1$, and `hq` is the final completed square.

```lean
/-- For the nonzero traceless Hermitian coupling `raisedCoupling`, no distortion `t ≥ 0` lowers
the energy by more than `tr(W²) / (2kn(n-1))`. -/
theorem one_sided_bound_sharp [Nontrivial ι] (i₀ : ι) {k : ℝ} (hk : 0 < k) :
    (raisedCoupling i₀).IsHermitian ∧ (raisedCoupling i₀).trace = 0 ∧ raisedCoupling i₀ ≠ 0 ∧
    ∀ (t : ℝ) (v : ι → ℂ), 0 ≤ t → star v ⬝ᵥ v = 1 →
      -(strength (raisedCoupling i₀) /
        (2 * k * ((Fintype.card ι : ℝ) * ((Fintype.card ι : ℝ) - 1)))) ≤
      energy k (raisedCoupling i₀) t v := by
  have hc : (1 : ℝ) < Fintype.card ι := by exact_mod_cast Fintype.one_lt_card
  have hsum : ∑ i, raisedLevel i₀ i = 0 := by simp [raisedLevel, sum_sub_distrib]
  have hS : strength (raisedCoupling i₀) =
      (Fintype.card ι : ℝ) * ((Fintype.card ι : ℝ) - 1) := by
    have h1 : strength (raisedCoupling i₀) = ∑ i, raisedLevel i₀ i ^ 2 := by
      unfold strength raisedCoupling
      rw [Matrix.diagonal_mul_diagonal, Matrix.trace_diagonal, Complex.re_sum]
      simp [sq]
    have h2 : ∀ i, raisedLevel i₀ i ^ 2 =
        (if i = i₀ then (Fintype.card ι : ℝ) ^ 2 - 2 * Fintype.card ι else 0) + 1 := by
      intro i
      unfold raisedLevel
      split_ifs <;> ring
    rw [h1, sum_congr rfl fun i _ => h2 i, sum_add_distrib, sum_ite_eq' univ i₀]
    simp only [mem_univ, if_true, sum_const, card_univ, nsmul_eq_mul, mul_one]
    ring
  refine ⟨?_, ?_, ?_, ?_⟩
  · rw [Matrix.IsHermitian, raisedCoupling, Matrix.diagonal_conjTranspose]
    congr 1
    funext i
    simp
  · rw [raisedCoupling, Matrix.trace_diagonal, ← Complex.ofReal_sum, hsum, Complex.ofReal_zero]
  · intro h
    obtain ⟨i, hi⟩ := exists_ne i₀
    have h1 := congrFun (congrFun h i) i
    simp [raisedCoupling, raisedLevel, hi] at h1
  · intro t v ht hv
    have hnorm : ∑ i, Complex.normSq (v i) = 1 := by
      have h := congrArg Complex.re hv
      simp only [dotProduct, Pi.star_apply, Complex.re_sum, Complex.one_re] at h
      refine Eq.trans (sum_congr rfl fun i _ => ?_) h
      simp [Complex.normSq_apply]
    have hslope : slope (raisedCoupling i₀) v =
        ∑ i, raisedLevel i₀ i * Complex.normSq (v i) := by
      simp only [slope, raisedCoupling, dotProduct, Matrix.mulVec_diagonal, Pi.star_apply,
        Complex.re_sum]
      refine sum_congr rfl fun i _ => ?_
      simp [Complex.normSq_apply]
      ring
    -- no state has a slope below the lowest level
    have hlow : -1 ≤ slope (raisedCoupling i₀) v := by
      rw [hslope, ← hnorm, ← sum_neg_distrib]
      refine sum_le_sum fun i _ => ?_
      have h1 : -1 ≤ raisedLevel i₀ i := by
        unfold raisedLevel
        split_ifs <;> linarith
      nlinarith [mul_le_mul_of_nonneg_right h1 (Complex.normSq_nonneg (v i))]
    have hN : (Fintype.card ι : ℝ) * ((Fintype.card ι : ℝ) - 1) ≠ 0 :=
      (mul_pos (by linarith) (by linarith)).ne'
    have hq : k * t ^ 2 / 2 - t + 1 / (2 * k) = (k * t - 1) ^ 2 / (2 * k) := by
      field_simp
      ring
    have hq0 : 0 ≤ (k * t - 1) ^ 2 / (2 * k) := by positivity
    have hdiv : ∀ N : ℝ, N ≠ 0 → N / (2 * k * N) = 1 / (2 * k) := by
      intro N h
      field_simp
    rw [hS, hdiv _ hN]
    unfold energy
    nlinarith [mul_le_mul_of_nonneg_left hlow ht]

end

end JahnTellerStabilisation
```

```lean
#print axioms JahnTellerStabilisation.jahn_teller_stabilisation
#print axioms JahnTellerStabilisation.undistorted_stable_iff
#print axioms JahnTellerStabilisation.one_sided_bound_sharp
```

```
'JahnTellerStabilisation.jahn_teller_stabilisation' depends on axioms: [propext, Classical.choice, Quot.sound]
'JahnTellerStabilisation.undistorted_stable_iff' depends on axioms: [propext, Classical.choice, Quot.sound]
'JahnTellerStabilisation.one_sided_bound_sharp' depends on axioms: [propext, Classical.choice, Quot.sound]
```
